# Adding s r l to a matrix with M r = E r and l·r = 1 moves one copy of the root E to E + s

Once one root of an equation-of-motion coupled-cluster calculation has converged, it can be moved away while further excited states are sought. The shift studied here adds to the matrix s times the product of the column r and a row l. Here l is any row with l·r = 1. It need not be the left eigenvector, which is what the letter usually denotes in this field. The effective Hamiltonian is a finite square matrix M, not assumed symmetric, r is the converged right eigenvector with eigenvalue E, and s is the shift.

```lean
import Mathlib

open Polynomial (X C)
open Matrix (vecMulVec)
open scoped Matrix

namespace RootDeflation

variable {n R K : Type*} [Fintype n] [CommRing R] [Field K]
```

The type `n` labels the basis configurations. Scalars lie in a commutative ring `R` or, where division or roots are needed, in a field `K`. `vecMulVec r l` is the matrix with entries rᵢ lⱼ, without complex conjugation. "Deflation" often means moving the root to zero, which is the case s = −E.

```lean
/-- The deflated matrix `M + s r l`: the matrix `M` plus `s` times the product of the column
vector `r` and the row vector `l`. -/
def deflate {n R : Type*} [CommRing R] (M : Matrix n n R) (s : R) (r l : n → R) :
    Matrix n n R :=
  M + s • vecMulVec r l
```

## M r = E r: the root has converged

This hypothesis says that the residual of r vanishes. In a real calculation it is only below a threshold, and the passage from an exact to an approximate eigenvector is the step left open here.

On any trial vector v,

(M + s r l) v = M v + s (l·v) r.

Setting v = r and using both M r = E r and l·r = 1 gives (E + s) r. The two proofs below do the same: the first rearranges the sums, the second rewrites with `hr` and `hlr`.

```lean
/-- The deflated matrix acts on a trial vector `v` as `M` does, plus `s (l·v)` times `r`. -/
theorem deflate_mulVec (M : Matrix n n R) (s : R) (r l v : n → R) :
    deflate M s r l *ᵥ v = M *ᵥ v + (s * (l ⬝ᵥ v)) • r := by
  funext i
  simp only [deflate, Matrix.add_mulVec, Pi.add_apply, Pi.smul_apply, smul_eq_mul]
  congr 1
  show ∑ k, s * (r i * l k) * v k = s * (∑ k, l k * v k) * r i
  rw [Finset.mul_sum, Finset.sum_mul]
  exact Finset.sum_congr rfl fun k _ => by ring

/-- If `M r = E r` and `l·r = 1`, the deflated matrix satisfies the eigenvalue equation with
the same vector `r` and the shifted value `E + s`. -/
theorem deflate_converged (M : Matrix n n R) (E s : R) (r l : n → R)
    (hr : M *ᵥ r = E • r) (hlr : l ⬝ᵥ r = 1) :
    deflate M s r l *ᵥ r = (E + s) • r := by
  rw [deflate_mulVec, hr, hlr, mul_one, add_smul]
```

Without convergence, several roots can move. For M = diag(0, 1), r = (1, 1) and l = (1/2, 1/2), the new characteristic polynomial is X² − (1 + s)X + s/2. Neither 0 nor 1 is a root of it when s ≠ 0.

An iterative eigensolver that uses only matrix-vector products does not need the matrix M + s r l to be formed. After the usual product M v, one computes the number l·v and adds s (l·v) r. A common choice of l is the conjugate of r divided by its squared norm.

## v independent of r, and μ ≠ E + s: the other states survive

Let M v = μ v be another state. Try w = v + q r:

(M + s r l) w = μ v + [qE + s (l·v) + s q] r.

This equals μ w if q (μ − E − s) = s (l·v), which can be solved for q when μ ≠ E + s. Independence ensures w ≠ 0. In the proof, `hμ` permits the division, `hind` excludes w = 0, and `linear_combination` matches the coefficients of r.

```lean
/-- Let `M r = E r` and `l·r = 1`. An eigenvector `v` of `M` that is no multiple of `r`, with
eigenvalue `μ ≠ E + s`, becomes an eigenvector of the deflated matrix for the same `μ` once
the stated multiple of `r` is added. -/
theorem deflate_other (M : Matrix n n K) (E s μ : K) (r l v : n → K)
    (hr : M *ᵥ r = E • r) (hlr : l ⬝ᵥ r = 1) (hv : M *ᵥ v = μ • v)
    (hind : ∀ c : K, v ≠ c • r) (hμ : μ ≠ E + s) :
    v + (s * (l ⬝ᵥ v) / (μ - E - s)) • r ≠ 0 ∧
    deflate M s r l *ᵥ (v + (s * (l ⬝ᵥ v) / (μ - E - s)) • r) =
      μ • (v + (s * (l ⬝ᵥ v) / (μ - E - s)) • r) := by
  have hd : μ - E - s ≠ 0 := fun h => hμ (by linear_combination h)
  have hq : s * (l ⬝ᵥ v) / (μ - E - s) * (μ - E - s) = s * (l ⬝ᵥ v) :=
    div_mul_cancel₀ _ hd
  generalize s * (l ⬝ᵥ v) / (μ - E - s) = q at hq ⊢
  constructor
  · intro h0
    apply hind (-q)
    rw [neg_smul]
    exact eq_neg_of_add_eq_zero_left h0
  · rw [deflate_mulVec, Matrix.mulVec_add, Matrix.mulVec_smul, hv, hr, dotProduct_add,
      dotProduct_smul, hlr]
    funext i
    simp only [Pi.add_apply, Pi.smul_apply, smul_eq_mul]
    linear_combination (-(r i)) * hq
```

If v = r and s ≠ 0, then q = −1 and w = 0. If the shifted root lands on μ and s (l·v) ≠ 0, no q solves the equation.

A solver working with the deflated matrix returns w. For μ ≠ E, the state of M is recovered as v = w − [s (l·w)/(μ − E)] r.

## l M = E l, and μ ≠ E: the other vectors do not change

If l is the left eigenvector for E, evaluating l M v in two ways gives μ (l·v) = E (l·v). Hence l·v = 0 when μ ≠ E, and the added term vanishes on v. The proof obtains this from `dotProduct_mulVec` and needs neither M r = E r nor l·r = 1.

```lean
/-- If `l` is a left eigenvector of `M` for `E`, every right eigenvector `v` of `M` with
eigenvalue `μ ≠ E` satisfies the same eigenvalue equation for the deflated matrix. -/
theorem deflate_biorthogonal (M : Matrix n n K) (E s μ : K) (r l v : n → K)
    (hl : l ᵥ* M = E • l) (hv : M *ᵥ v = μ • v) (hμ : μ ≠ E) :
    deflate M s r l *ᵥ v = μ • v := by
  -- left and right eigenvectors of different eigenvalues are orthogonal
  have h := Matrix.dotProduct_mulVec l M v
  rw [hv, hl, dotProduct_smul, smul_dotProduct, smul_eq_mul, smul_eq_mul] at h
  have h0 : l ⬝ᵥ v = 0 :=
    (mul_eq_zero.mp (by linear_combination h : (μ - E) * (l ⬝ᵥ v) = 0)).resolve_left
      (sub_ne_zero.mpr hμ)
  rw [deflate_mulVec, hv, h0, mul_zero, zero_smul, add_zero]
```

For a general l, v acquires the admixture q r found above. The condition μ ≠ E excludes v = r, which stays an eigenvector when M r = E r and l·r = 1, but with the eigenvalue E + s.

## l·r = 1: the shift has size s

This fixes the scale of l against r and makes P = r l a projector:

P² = r (l·r) l = P.

The determinant of the block matrix with rows (1, −t r) and (l, 1), evaluated by eliminating either diagonal block, gives

det(1 + t r l) = 1 + t (l·r).

Lean gets this from `det_one_add_mul_comm`, with r and l written as a one-column and a one-row matrix.

```lean
variable [DecidableEq n]

/-- The determinant of the identity plus a rank-one term `t r l` is `1 + t (l·r)`. -/
theorem det_one_add_rankOne (t : R) (r l : n → R) :
    (1 + t • vecMulVec r l).det = 1 + t * (l ⬝ᵥ r) := by
  have h : t • vecMulVec r l = (Matrix.of fun i (_ : Unit) => t * r i) *
      (Matrix.of fun (_ : Unit) j => l j) := by
    ext i j
    simp [Matrix.mul_apply, Matrix.vecMulVec_apply, mul_assoc]
  rw [h, Matrix.det_one_add_mul_comm, Matrix.det_unique]
  simp only [Matrix.add_apply, Matrix.one_apply_eq, Matrix.mul_apply, Matrix.of_apply,
    dotProduct, Finset.mul_sum]
  congr 1
  exact Finset.sum_congr rfl fun i _ => by ring
```

Now let A r = c r, so that A P = c P. Then

(A − sP)(1 + (c − 1)P)
= A + [c(c − 1) − s − s(c − 1)]P
= A + c(c − s − 1)P
= A(1 + (c − s − 1)P).

Since l·r = 1, the determinants of the two right-hand factors are c and c − s, so

c det(A − sP) = (c − s) det A.

In the proof, `hP` is P² = P, `hA` is A P = c P, and `hF` is the factorisation, whose coefficients `module` collects.

```lean
/-- If `A r = c r` and `l·r = 1`, subtracting `s r l` from `A` trades a factor `c` of the
determinant for `c - s`, in the form `c det(A - s r l) = (c - s) det A`. -/
theorem det_sub_rankOne (A : Matrix n n R) (c s : R) (r l : n → R)
    (hr : A *ᵥ r = c • r) (hlr : l ⬝ᵥ r = 1) :
    c * (A - s • vecMulVec r l).det = (c - s) * A.det := by
  -- `r l` is a projector
  have hP : vecMulVec r l * vecMulVec r l = vecMulVec r l := by
    refine Matrix.ext fun i j => ?_
    have h : ∑ k, l k * r k = 1 := hlr
    simp only [Matrix.mul_apply, Matrix.vecMulVec_apply]
    calc ∑ k, r i * l k * (r k * l j) = r i * (∑ k, l k * r k) * l j := by
          rw [Finset.mul_sum, Finset.sum_mul]
          exact Finset.sum_congr rfl fun k _ => by ring
      _ = r i * l j := by rw [h, mul_one]
  -- on its range `A` is the number `c`
  have hA : A * vecMulVec r l = c • vecMulVec r l := by
    refine Matrix.ext fun i j => ?_
    have h : ∑ k, A i k * r k = c * r i := congrFun hr i
    simp only [Matrix.mul_apply, Matrix.vecMulVec_apply, Matrix.smul_apply, smul_eq_mul]
    calc ∑ k, A i k * (r k * l j) = (∑ k, A i k * r k) * l j := by
          rw [Finset.sum_mul]
          exact Finset.sum_congr rfl fun k _ => by ring
      _ = c * (r i * l j) := by rw [h, mul_assoc]
  -- a factorisation free of division
  have hF : (A - s • vecMulVec r l) * (1 + (c - 1) • vecMulVec r l) =
      A * (1 + (c - s - 1) • vecMulVec r l) := by
    simp only [mul_add, sub_mul, mul_one, Matrix.smul_mul, Matrix.mul_smul, hA, hP]
    module
  have hD := congrArg Matrix.det hF
  rw [Matrix.det_mul, Matrix.det_mul, det_one_add_rankOne, det_one_add_rankOne, hlr] at hD
  linear_combination hD
```

Take A = X − M and c = X − E. Then (X − M) r = (X − E) r, and A − sP = X − (M + s r l), so

(X − E) det(X − M − s r l) = (X − E − s) det(X − M).

No division by X − E is made. `C` turns scalars into constant polynomials; `h1`, `h2` and `h3` carry the eigenvalue equation, the normalisation and the deflated matrix over to polynomials.

```lean
/-- Root deflation: if `M r = E r` and `l·r = 1`, then
`(X - E) charpoly(M + s r l) = (X - (E + s)) charpoly(M)` for every scalar `s`. -/
theorem charpoly_deflate (M : Matrix n n R) (E s : R) (r l : n → R)
    (hr : M *ᵥ r = E • r) (hlr : l ⬝ᵥ r = 1) :
    (X - C E) * (deflate M s r l).charpoly = (X - C (E + s)) * M.charpoly := by
  -- `r` is an eigenvector of the characteristic matrix `X - M`
  have h1 : M.charmatrix *ᵥ (fun i => C (r i)) = (X - C E) • (fun i => C (r i)) := by
    funext i
    have h : ∑ k, M i k * r k = E * r i := congrFun hr i
    have h' := congrArg C h
    simp only [map_sum, map_mul] at h'
    have e : (M.charmatrix *ᵥ (fun i => C (r i))) i =
        X * C (r i) - ∑ k, C (M i k) * C (r k) := by
      rw [Matrix.charmatrix, Matrix.sub_mulVec, Pi.sub_apply, Matrix.scalar_apply,
        Matrix.mulVec_diagonal]
      rfl
    rw [e, h', Pi.smul_apply, smul_eq_mul]
    ring
  have h2 : (fun i => C (l i)) ⬝ᵥ (fun i => C (r i)) = 1 := by
    have h' := congrArg C hlr
    simpa only [dotProduct, map_sum, map_mul, map_one] using h'
  have h3 : (deflate M s r l).charmatrix =
      M.charmatrix - C s • vecMulVec (fun i => C (r i)) (fun i => C (l i)) := by
    refine Matrix.ext fun i j => ?_
    simp only [Matrix.charmatrix, deflate, Matrix.sub_apply, Matrix.add_apply,
      Matrix.smul_apply, RingHom.mapMatrix_apply, Matrix.map_apply, Matrix.vecMulVec_apply,
      smul_eq_mul, map_add, map_mul]
    ring
  have h4 := det_sub_rankOne M.charmatrix (X - C E) (C s) _ _ h1 h2
  rw [Matrix.charpoly, Matrix.charpoly, h3, h4, map_add]
  ring
```

If l·r = a instead, the 1×1 matrix M = (E) with r = (1) and l = (a) becomes (E + s a). The shift is then s a, and for a = 0 nothing moves.

## Scalars in a field: from polynomials to roots

Over a field, the roots of a product are the roots of its factors, counted with multiplicity. For every shift t,

{E} ∪ roots(M + t r l) = {E + t} ∪ roots(M),

where ∪ adds multiplicities. At t = 1, E ≠ E + 1 forces E to be a root of M. At t = s, removing one E from both sides leaves the stated list. In Lean, `key` is the displayed equation, `::ₘ` adds one copy and `erase` removes one.

```lean
/-- Over a field, if `M r = E r` and `l·r = 1`, the roots of the deflated characteristic
polynomial, counted with multiplicity, are those of `M` with one copy of `E` replaced by
`E + s`. -/
theorem roots_deflate [DecidableEq K] (M : Matrix n n K) (E s : K) (r l : n → K)
    (hr : M *ᵥ r = E • r) (hlr : l ⬝ᵥ r = 1) :
    (deflate M s r l).charpoly.roots = (E + s) ::ₘ M.charpoly.roots.erase E := by
  have key : ∀ t : K, E ::ₘ (deflate M t r l).charpoly.roots =
      (E + t) ::ₘ M.charpoly.roots := by
    intro t
    have h := congrArg Polynomial.roots (charpoly_deflate M E t r l hr hlr)
    rw [Polynomial.roots_mul (mul_ne_zero (Polynomial.X_sub_C_ne_zero _)
        (Matrix.charpoly_monic _).ne_zero),
      Polynomial.roots_mul (mul_ne_zero (Polynomial.X_sub_C_ne_zero _)
        (Matrix.charpoly_monic _).ne_zero),
      Polynomial.roots_X_sub_C, Polynomial.roots_X_sub_C,
      Multiset.singleton_add, Multiset.singleton_add] at h
    exact h
  -- a unit shift shows that `E` is a root of `M`
  have hE : E ∈ M.charpoly.roots := by
    have h : E ∈ (E + 1) ::ₘ M.charpoly.roots := by
      rw [← key 1]
      exact Multiset.mem_cons_self _ _
    rcases Multiset.mem_cons.mp h with h | h
    · exact absurd (by linear_combination -h : (1 : K) = 0) one_ne_zero
    · exact h
  have h := key s
  rw [← Multiset.cons_erase hE, Multiset.cons_swap] at h
  exact (Multiset.cons_inj_right E).mp h
```

Only roots in `K` are listed, so complex excitation energies of a real non-symmetric matrix require K = ℂ. If E is degenerate, its other copies stay. With zero divisors the counting fails: modulo 8, X² − 1 has the four roots 1, 3, 5 and 7.

## A 2×2 case in which l is not a left eigenvector

The matrix with rows (1, 1) and (0, 2) has roots 1 and 2. With r = (1, 1), l = (1, 0) and s = 3, the root 2 moves to 5 and the root 1 stays. At unit length, r is (1, 1)/√2 and l becomes (√2, 0), with the same product r l. The theorem checks the hypotheses and the deflated matrix entry by entry.

```lean
/-- For the matrix with rows `(1, 1)` and `(0, 2)`, the vector `r = (1, 1)` has eigenvalue `2`,
and `l = (1, 0)` obeys `l·r = 1` without being a left eigenvector for `2`; deflation with
`s = 3` gives the matrix with rows `(4, 1)` and `(3, 2)`. -/
theorem deflate_witness :
    (!![1, 1; 0, 2] : Matrix (Fin 2) (Fin 2) ℚ) *ᵥ ![1, 1] = (2 : ℚ) • ![1, 1] ∧
    (![1, 0] : Fin 2 → ℚ) ⬝ᵥ ![1, 1] = 1 ∧
    (![1, 0] : Fin 2 → ℚ) ᵥ* !![1, 1; 0, 2] ≠ (2 : ℚ) • ![1, 0] ∧
    deflate (!![1, 1; 0, 2] : Matrix (Fin 2) (Fin 2) ℚ) 3 ![1, 1] ![1, 0] =
      !![4, 1; 3, 2] := by
  refine ⟨?_, ?_, ?_, ?_⟩
  · ext i
    fin_cases i <;> norm_num [Matrix.mulVec, dotProduct, Fin.sum_univ_succ]
  · norm_num [dotProduct, Fin.sum_univ_succ]
  · intro h
    have h1 := congrFun h 1
    norm_num [Matrix.vecMul, dotProduct, Fin.sum_univ_succ] at h1
  · ext i j
    fin_cases i <;> fin_cases j <;> norm_num [deflate, Matrix.vecMulVec_apply]

end RootDeflation
```

```lean
#print axioms RootDeflation.deflate_other
-- 'RootDeflation.deflate_other' depends on axioms: [propext, Classical.choice, Quot.sound]
#print axioms RootDeflation.deflate_biorthogonal
-- 'RootDeflation.deflate_biorthogonal' depends on axioms: [propext, Classical.choice, Quot.sound]
#print axioms RootDeflation.det_one_add_rankOne
-- 'RootDeflation.det_one_add_rankOne' depends on axioms: [propext, Classical.choice, Quot.sound]
#print axioms RootDeflation.roots_deflate
-- 'RootDeflation.roots_deflate' depends on axioms: [propext, Classical.choice, Quot.sound]
```
